# Exchange Can Make a One-Photon Amplitude Gauge Dependent When the Photon Is Not Coupled to the Exchange Potential

An atom absorbs a photon, and one electron goes from a bound state i to a bound state f. The same radiation field can be described by potentials A and φ, or by A + ∇Λ and φ − ∂Λ/∂t, and the amplitude should not depend on which description is used. In Hartree–Fock theory, however, the electron also feels an exchange potential, which is nonlocal: its action at one point involves the wave function at other points. If the photon is coupled to the electron only through the kinetic energy and the scalar potential, does the amplitude remain gauge independent?

Take an electron of mass m and charge q, with kinetic energy T = p²/2m. The imaginary unit is written j, because i is the initial state. Absorption comes from the part of Λ that varies as exp(−jωt), so let Λ = χ(r) exp(−jωt). To first order, the change of gauge adds two terms to the coupling,

−(q/2m)(p·∇χ + ∇χ·p) + jωqχ.

Since [T, χ] = −(jħ/2m)(p·∇χ + ∇χ·p), the amplitude changes by

−(jq/ħ) ( ⟨f, [T, χ] i⟩ − ħω ⟨f, χ i⟩ ).

Energy conservation sets ħω = Ef − Ei. The bracket then becomes the gauge coefficient

⟨f, [T, χ] i⟩ − (Ef − Ei) ⟨f, χ i⟩.

A Dirac electron, with T = cα·p + βmc² and coupling −qcα·A, gives the same expression.

## States and operators on a finite set of sites

The electron lives on a finite set `n` of sites. A state is a complex vector with one amplitude per site, and an operator is a complex square matrix. A local potential multiplies each amplitude by a number, so it is a diagonal matrix; so is the gauge function. The model leaves out two features of an atom: continuous space, where T is an unbounded differential operator, and the response of the other electrons to the field.

In Lean 4 with Mathlib:

```lean
import Mathlib

open Matrix

namespace GaugeNonlocalPotential

noncomputable section

variable {n : Type*} [Fintype n]
```

The commutator has its usual meaning, [A, B] = AB − BA.

```lean
/-- The commutator `[A, B] = AB - BA` of two operators. -/
def comm (A B : Matrix n n ℂ) : Matrix n n ℂ := A * B - B * A
```

The matrix element is

⟨f, A i⟩ = Σ_a f_a* (A i)_a,

where a runs over the sites. It is conjugate-linear in the first state. The vectors need not be normalised.

```lean
/-- The transition matrix element `⟨f, A i⟩`. -/
def element (f : n → ℂ) (A : Matrix n n ℂ) (i : n → ℂ) : ℂ := star f ⬝ᵥ (A *ᵥ i)
```

## The Hamiltonian's commutator measures the energy difference

Let H be Hermitian, with H f = Ef f and H i = Ei i. Taking the adjoint of the first equation gives f†H = Ef f†, because H† = H and Ef is real. For any operator X,

⟨f, H X i⟩ = Ef ⟨f, X i⟩
⟨f, X H i⟩ = Ei ⟨f, X i⟩.

Subtracting the second line from the first,

⟨f, [H, X] i⟩ = (Ef − Ei) ⟨f, X i⟩.

In the proof, `hl` is the adjoint equation. The long rewrite expands the commutator and lets one H act to the right and the other to the left.

```lean
/-- Between eigenvectors of a Hermitian `H`, the commutator of `H` with any operator `X` has
the matrix element of `X` times the energy difference. -/
theorem element_comm_hamiltonian {H : Matrix n n ℂ} {f i : n → ℂ} {Ef Ei : ℝ}
    (hH : H.IsHermitian) (hf : H *ᵥ f = (Ef : ℂ) • f) (hi : H *ᵥ i = (Ei : ℂ) • i)
    (X : Matrix n n ℂ) :
    element f (comm H X) i = ((Ef : ℂ) - Ei) * element f X i := by
  -- a Hermitian operator acts to the left with the same real energy
  have hl : star f ᵥ* H = (Ef : ℂ) • star f := by
    have h := congrArg star hf
    rw [Matrix.star_mulVec, hH.eq] at h
    simpa [star_smul] using h
  unfold element comm
  rw [Matrix.sub_mulVec, dotProduct_sub, ← Matrix.mulVec_mulVec, ← Matrix.mulVec_mulVec, hi,
    Matrix.mulVec_smul, dotProduct_smul, Matrix.dotProduct_mulVec (star f) H, hl,
    smul_dotProduct, smul_eq_mul, smul_eq_mul]
  ring
```

## The coefficient sees only the kinetic operator

The definition of the gauge coefficient contains T, χ, the two states and two real numbers Ef and Ei. The potentials do not appear in it; they enter later, through the requirement that f and i be eigenvectors of the full Hamiltonian. This expresses the physical assumption that the photon couples through T and the scalar potential alone. The values of χ may be complex, so a plane wave exp(jk·r) is allowed.

```lean
variable [DecidableEq n]

/-- The gauge coefficient `⟨f, [T, χ] i⟩ - (Ef - Ei) ⟨f, χ i⟩` of a transition, for the kinetic
operator `T` and the gauge function `χ`. -/
def gaugeCoeff (T : Matrix n n ℂ) (χ : n → ℂ) (f i : n → ℂ) (Ef Ei : ℝ) : ℂ :=
  element f (comm T (diagonal χ)) i - ((Ef : ℂ) - Ei) * element f (diagonal χ) i
```

## What remains is the commutator with the nonlocal potential

Write H = T + V + K, with V diagonal and K an arbitrary matrix. Diagonal matrices commute, so [V, χ] = 0 and

[H, χ] = [T, χ] + [K, χ].

Take the matrix element between f and i and use the previous result with X = χ:

(Ef − Ei) ⟨f, χ i⟩ = ⟨f, [T, χ] i⟩ + ⟨f, [K, χ] i⟩.

Rearranged, this is

⟨f, [T, χ] i⟩ − (Ef − Ei) ⟨f, χ i⟩ = −⟨f, [K, χ] i⟩.

Only the sum H has to be Hermitian in the theorem, which includes the physical case where T, V and K are Hermitian separately. The local potential is `diagonal v`, and the gauge function enters the operators as `diagonal χ`. In the proof, `hd` says that V and χ commute, `hs` splits the commutator, and `ha` splits the matrix element. The last line rearranges the equation.

```lean
/-- For eigenvectors of a Hermitian `H = T + V + K` with local `V`, the gauge coefficient is
minus the matrix element of the commutator of `K` with the gauge function. -/
theorem gaugeCoeff_eq {T K : Matrix n n ℂ} {v f i : n → ℂ} {Ef Ei : ℝ}
    (hH : (T + diagonal v + K).IsHermitian)
    (hf : (T + diagonal v + K) *ᵥ f = (Ef : ℂ) • f)
    (hi : (T + diagonal v + K) *ᵥ i = (Ei : ℂ) • i) (χ : n → ℂ) :
    gaugeCoeff T χ f i Ef Ei = -element f (comm K (diagonal χ)) i := by
  have h := element_comm_hamiltonian hH hf hi (diagonal χ)
  -- the local potential commutes with the gauge function
  have hd : diagonal v * diagonal χ = diagonal χ * diagonal v := by
    simp [Matrix.diagonal_mul_diagonal, mul_comm]
  have hs : comm (T + diagonal v + K) (diagonal χ)
      = comm T (diagonal χ) + comm K (diagonal χ) := by
    simp only [comm, add_mul, mul_add, hd]
    abel
  have ha : element f (comm T (diagonal χ) + comm K (diagonal χ)) i
      = element f (comm T (diagonal χ)) i + element f (comm K (diagonal χ)) i := by
    simp only [element, Matrix.add_mulVec, dotProduct_add]
  rw [hs, ha] at h
  unfold gaugeCoeff
  linear_combination h
```

With K = 0 the right-hand side is zero. Between eigenvectors of H = T + V, the gauge coefficient therefore vanishes for every χ, whatever the local potential. The proof is the identity just obtained, applied to K = 0.

```lean
/-- For eigenvectors of a Hermitian `H = T + V` with local `V`, the gauge coefficient vanishes
for every gauge function. -/
theorem gaugeCoeff_local {T : Matrix n n ℂ} {v f i : n → ℂ} {Ef Ei : ℝ}
    (hH : (T + diagonal v).IsHermitian)
    (hf : (T + diagonal v) *ᵥ f = (Ef : ℂ) • f)
    (hi : (T + diagonal v) *ᵥ i = (Ei : ℂ) • i) (χ : n → ℂ) :
    gaugeCoeff T χ f i Ef Ei = 0 := by
  have h := gaugeCoeff_eq (T := T) (K := 0) (v := v) (f := f) (i := i) (Ef := Ef) (Ei := Ei)
    (by rwa [add_zero]) (by rwa [add_zero]) (by rwa [add_zero]) χ
  rw [h]
  simp [comm, element]
```

## A vanishing coefficient for all pairs forces locality

For the converse, information about matrix elements must be turned into information about the operator itself. Let M satisfy ⟨f, M i⟩ = 0 for all eigenvectors f and i of a Hermitian H. Choose an orthonormal basis of eigenvectors u_a and place them as the columns of a unitary matrix U. Then

(U† M U)_ab = ⟨u_a, M u_b⟩ = 0

for all a and b, and hence

M = U (U† M U) U† = 0.

The spectral theorem supplies U, also when energies are degenerate. In the code, `he` says that its columns are eigenvectors, `h0` is the vanishing of U†MU, and the final calculation restores M.

```lean
/-- An operator whose matrix elements between all eigenvectors of a Hermitian `H` vanish is
zero. -/
theorem eq_zero_of_element {H M : Matrix n n ℂ} (hH : H.IsHermitian)
    (hM : ∀ (f i : n → ℂ) (Ef Ei : ℝ), H *ᵥ f = (Ef : ℂ) • f → H *ᵥ i = (Ei : ℂ) • i →
      element f M i = 0) : M = 0 := by
  -- the columns of the unitary matrix `U` are eigenvectors of `H`
  obtain ⟨U, hU, he⟩ : ∃ U : Matrix n n ℂ, U * star U = 1 ∧
      ∀ a, H *ᵥ (fun k => U k a) = ((hH.eigenvalues a : ℝ) : ℂ) • (fun k => U k a) := by
    refine ⟨hH.eigenvectorUnitary,
      Matrix.mem_unitaryGroup_iff.mp hH.eigenvectorUnitary.2, fun a => ?_⟩
    ext k
    have h := congrFun (hH.mulVec_eigenvectorBasis a) k
    simpa [Matrix.IsHermitian.eigenvectorUnitary_apply] using h
  have h0 : star U * (M * U) = 0 := by
    ext a b
    have h := hM _ _ _ _ (he a) (he b)
    simpa [element, dotProduct, Matrix.mulVec, Matrix.mul_apply, Matrix.star_apply] using h
  calc M = (U * star U) * M * (U * star U) := by rw [hU, one_mul, mul_one]
    _ = U * (star U * (M * U)) * star U := by simp only [mul_assoc]
    _ = 0 := by rw [h0, mul_zero, zero_mul]
```

Now fix one gauge function χ that takes different values on different sites. If the gauge coefficient vanishes for all pairs of eigenvectors of H, the identity gives ⟨f, [K, χ] i⟩ = 0 for all of them, so [K, χ] = 0. The entries of this commutator are

[K, χ]_ab = K_ab (χ_b − χ_a).

For a ≠ b the second factor is nonzero, so K_ab = 0 and K is diagonal. Conversely, a diagonal K commutes with χ, and every coefficient is zero.

The hypothesis `Function.Injective χ` says that no two sites share a value of χ. If two sites did, a K that couples just those two would commute with χ and leave no trace in the coefficient. A plane wave behaves this way for two sites whose separation is perpendicular to k, and the coordinate x does so for two sites with the same x.

The pairs in the theorem include f = i and pairs of equal energy. For these ω = 0, and the coefficient describes a static change of gauge, not the absorption of a photon. The equivalence uses the whole set of pairs.

```lean
/-- Let `H = T + V + K` be Hermitian with local `V`, and let the gauge function take different
values on different sites. The gauge coefficient vanishes for all pairs of eigenvectors of `H`
exactly when `K` is local. -/
theorem gaugeCoeff_eq_zero_iff_local {T K : Matrix n n ℂ} {v χ : n → ℂ}
    (hH : (T + diagonal v + K).IsHermitian) (hχ : Function.Injective χ) :
    (∀ (f i : n → ℂ) (Ef Ei : ℝ), (T + diagonal v + K) *ᵥ f = (Ef : ℂ) • f →
      (T + diagonal v + K) *ᵥ i = (Ei : ℂ) • i → gaugeCoeff T χ f i Ef Ei = 0)
      ↔ K.IsDiag := by
  constructor
  · intro hg a b hab
    have h0 : comm K (diagonal χ) = 0 := by
      refine eq_zero_of_element hH fun f i Ef Ei hf hi => ?_
      have h := gaugeCoeff_eq hH hf hi χ
      rw [hg f i Ef Ei hf hi] at h
      exact neg_eq_zero.mp h.symm
    -- the entries of the commutator are `K a b * (χ b - χ a)`
    have h := congrFun (congrFun h0 a) b
    simp only [comm, Matrix.sub_apply, Matrix.mul_diagonal, Matrix.diagonal_mul,
      Matrix.zero_apply] at h
    have h2 : K a b * (χ b - χ a) = 0 := by linear_combination h
    exact (mul_eq_zero.mp h2).resolve_right (sub_ne_zero.mpr fun e => hab (hχ e.symm))
  · intro hK f i Ef Ei hf hi
    have h0 : comm K (diagonal χ) = 0 := by
      -- a local `K` is a diagonal matrix and commutes with the gauge function
      have hd : diagonal (diag K) * diagonal χ = diagonal χ * diagonal (diag K) := by
        simp [Matrix.diagonal_mul_diagonal, mul_comm]
      rw [hK.diagonal_diag] at hd
      exact sub_eq_zero.mpr hd
    rw [gaugeCoeff_eq hH hf hi χ, h0]
    simp [element]
```

On a single site every K is diagonal, so the coefficient always vanishes. Two sites are the smallest system in which a potential can be nonlocal.

## Two sites with exchange

Number the sites 0 and 1. The kinetic operator is the second-difference matrix for the two sites, with the hopping amplitude as the unit of energy:

T = ( 1  −1 ; −1  1 ).

```lean
/-- The kinetic operator of a particle hopping between two sites. -/
def hopping : Matrix (Fin 2) (Fin 2) ℂ := !![1, -1; -1, 1]
```

The nonlocal potential has only off-diagonal elements:

K = ( 0  −κ ; −κ  0 ).

The real number κ is the strength of exchange between the sites. In a Hartree–Fock treatment with one occupied orbital (1, 1)/√2 per spin and a repulsion W between electrons on different sites, the off-diagonal exchange element is −W/2, so κ = W/2. Here κ is simply a given parameter and is not determined self-consistently.

```lean
/-- A nonlocal exchange potential of strength `κ` that couples two sites. -/
def exchange (κ : ℝ) : Matrix (Fin 2) (Fin 2) ℂ := !![0, -(κ : ℂ); -(κ : ℂ), 0]
```

Add a uniform potential u. The Hamiltonian is

H = ( u+1  −1−κ ; −1−κ  u+1 ).

It is real and symmetric, and acting on the symmetric and antisymmetric vectors gives

H (1, 1) = (u − κ) (1, 1)
H (1, −1) = (u + 2 + κ) (1, −1).

Take i = (1, 1), f = (1, −1) and χ = (0, 1), which is the position in units of the site spacing. The commutator with the kinetic operator is

[T, χ] = ( 0  −1 ; 1  0 ),

so [T, χ] i = (−1, 1) and ⟨f, [T, χ] i⟩ = −2. Also χ i = (0, 1), so ⟨f, χ i⟩ = −1. The energy difference is Ef − Ei = 2 + 2κ. Therefore

⟨f, [T, χ] i⟩ − (Ef − Ei) ⟨f, χ i⟩ = −2 + (2 + 2κ) = 2κ.

The general identity gives the same number: [K, χ] i = (−κ, κ), so −⟨f, [K, χ] i⟩ = 2κ. Both vectors have length √2, so for normalised states the coefficient is κ. It is nonzero whenever κ ≠ 0 and goes to zero with the exchange.

The theorem states four facts together: H is Hermitian, the two vectors are eigenvectors with the energies above, and the coefficient is 2κ. The first three are checked entry by entry, and the coefficient is computed by expanding its definition.

```lean
/-- Two sites with hopping, a uniform potential `u` and exchange of strength `κ`: the Hamiltonian
is Hermitian, `(1, -1)` and `(1, 1)` are eigenvectors with energies `u + 2 + κ` and `u - κ`, and
for the gauge function `(0, 1)` the gauge coefficient between them is `2κ`. -/
theorem gaugeCoeff_exchange (u κ : ℝ) :
    (hopping + diagonal ![(u : ℂ), (u : ℂ)] + exchange κ).IsHermitian ∧
    (hopping + diagonal ![(u : ℂ), (u : ℂ)] + exchange κ) *ᵥ ![1, -1]
      = ((u + 2 + κ : ℝ) : ℂ) • ![1, -1] ∧
    (hopping + diagonal ![(u : ℂ), (u : ℂ)] + exchange κ) *ᵥ ![1, 1]
      = ((u - κ : ℝ) : ℂ) • ![1, 1] ∧
    gaugeCoeff hopping ![0, 1] ![1, -1] ![1, 1] (u + 2 + κ) (u - κ) = 2 * (κ : ℂ) := by
  refine ⟨?_, ?_, ?_, ?_⟩
  · ext a b
    fin_cases a <;> fin_cases b <;> simp [hopping, exchange, Matrix.conjTranspose_apply]
  · ext a
    fin_cases a <;>
      simp [hopping, exchange, Matrix.mulVec, dotProduct, Fin.sum_univ_two] <;> ring
  · ext a
    fin_cases a <;>
      simp [hopping, exchange, Matrix.mulVec, dotProduct, Fin.sum_univ_two] <;> ring
  · simp [gaugeCoeff, element, comm, hopping, Matrix.mulVec, dotProduct, Fin.sum_univ_two,
      Matrix.sub_apply, Matrix.diagonal_mul, Matrix.vecMul_diagonal]
    ring

end

end GaugeNonlocalPotential
```

```lean
#print axioms GaugeNonlocalPotential.gaugeCoeff_local
#print axioms GaugeNonlocalPotential.gaugeCoeff_eq_zero_iff_local
#print axioms GaugeNonlocalPotential.gaugeCoeff_exchange
```

```
'GaugeNonlocalPotential.gaugeCoeff_local' depends on axioms: [propext, Classical.choice, Quot.sound]
'GaugeNonlocalPotential.gaugeCoeff_eq_zero_iff_local' depends on axioms: [propext, Classical.choice, Quot.sound]
'GaugeNonlocalPotential.gaugeCoeff_exchange' depends on axioms: [propext, Classical.choice, Quot.sound]
```

## Length and velocity forms in an orbital calculation

In electronic-structure work the gauge coefficient appears as the difference between two ways of computing a dipole transition. Choose χ = x, one Cartesian coordinate. In continuous space [T, x] = −jħ p_x/m, and the identity reads

−(jħ/m) ⟨f, p_x i⟩ − (Ef − Ei) ⟨f, x i⟩ = −⟨f, [K, x] i⟩.

The first term on the left is the velocity form of the transition element, and (Ef − Ei) ⟨f, x i⟩ is the length form. For a transition between two orbitals of one fixed Fock operator, K is the exchange operator. If it has the kernel K(r, r′), the correction is the integral

⟨f, [K, x] i⟩ = ∫∫ f*(r) K(r, r′) (x′ − x) i(r′) dr dr′.

A nonlocal pseudopotential produces a term of the same kind. A program that includes it uses the velocity operator

(j/ħ) [H, x] = p_x/m + (j/ħ) [K, x],

and the matrix elements of this operator, multiplied by −jħ, equal the length form, because the full Hamiltonian now stands in the commutator.

The two-site model gives a numerical illustration for a single electron in a fixed potential, with κ chosen freely. With normalised states, the velocity form is −1 and the length form is −(1 + κ). For κ = 0.1 the two amplitudes differ by 10 percent of the velocity value, and the intensities computed from them are in the ratio 1.21.
